# A lower bound on the normalisation ratio of composite bosons from the purity of their mode weights

## Pairs as sets of occupied modes

Two fermions bound into a pair can act like a boson, but many such pairs compete for the same fermion states, and the question is how much this competition costs when one more pair is added. To state it formally, one must choose what a many-pair state is. Here it is a complex amplitude for each set of occupied pair modes, with finitely many modes and no Hamiltonian.

Let mode k hold one fermion of each of two species, with creation operators a_k† and b_k†. A single pair with amplitudes c_k is created by

C† = ∑_k c_k a_k† b_k†, with ∑_k |c_k|² = 1.

The products a_k† b_k† commute for different k and square to zero. A set of modes therefore records everything about a basis state: no order, no sign and no double occupation. The Lean definition `addPair` builds these facts in and does not derive them from anticommutation relations.

## The ratio and its bound

Write p_k = |c_k|² for the weights, P = ∑_k p_k² for their purity, and e_n for the sum, over all sets of n distinct modes, of the product of their weights. The state (C†)ⁿ|0⟩ is not normalised; its squared norm is (n!)² e_n. For an ideal boson it would be n!, so the usual normalisation factor is χ_n = n! e_n, which equals one in the ideal case. The result is

(n+1) e_(n+1) ≥ (1 − nP) e_n for every natural n.

Where e_n > 0, this says χ_(n+1)/χ_n ≥ 1 − nP. Equivalently, C† acting on the normalised n-pair state gives squared norm at least (n+1)(1 − nP), against n+1 for an ideal boson. The purity is small when the pair is spread over many modes, and the bound is close to the ideal value when nP is small. Once nP ≥ 1 it says no more than that the ratio is nonnegative.

In quantum mechanics and electronic structure, the bound applies to number-projected BCS states with finitely many modes and one fixed pair function.

## Reading the theorems

In `normalisation_ratio_bound`, the finite type `ι` labels the modes, `p : ι → ℝ` gives the weights, and `esym p univ n` is e_n over all modes. The hypothesis `hp` makes the weights nonnegative, as probabilities are; `h1` says that they sum to one, which is the normalisation of the single-pair state.

`ratio_eq_of_flat` states equality when all weights are equal. With M modes, P = 1/M and the factor is 1 − n/M, which reaches zero when every mode is full.

`pair_condensate_bound` carries the inequality to the unnormalised states `pairState c n`, obtained by applying `addPair c` n times to `vacuum`. Nonnegativity is now automatic, because the weights are `‖c k‖ ^ 2`.

One physical step remains: that the real system is in a state made by repeating a single pair operator. Interactions may change the pair function as pairs are added.

## Derivation

Let I be the set of all modes, and let e_n(S) be the same sum restricted to modes in S, so that e_n = e_n(I).

**Splitting by one mode.** For k in S, a set of n+1 modes either avoids k or contains it:

e_(n+1)(S) = e_(n+1)(S∖k) + p_k e_n(S∖k).

**Counting.** Choosing a mode k and then n others produces each set of n+1 modes n+1 times:

∑_(k∈S) p_k e_n(S∖k) = (n+1) e_(n+1)(S).

**Pauli blocking.** Put E_k = e_n(I∖k). Counting at n+1, then splitting, gives

(n+2) e_(n+2) = ∑_k p_k e_(n+1)(I∖k)
= ∑_k p_k (e_(n+1) − p_k E_k)
= e_(n+1) − ∑_k p_k² E_k.

The last sum is the loss from adding a pair to a mode that is already full.

**Opposite ordering.** Take j ≠ k. For n = 0, E_j = E_k = 1. For n ≥ 1, let F = e_(n−1)(I∖{j,k}) ≥ 0. Splitting E_j by mode k and E_k by mode j gives E_j − E_k = −(p_j − p_k)F, hence

(p_j − p_k)(E_j − E_k) = −(p_j − p_k)² F ≤ 0.

**Bounding the loss.** Multiply by p_j p_k ≥ 0 and sum over all j and k. Since ∑_k p_k = 1,

0 ≥ ∑_(j,k) p_j p_k (p_j − p_k)(E_j − E_k)
= 2 ∑_k p_k² E_k − 2P ∑_k p_k E_k.

By counting, the loss is at most P(n+1) e_(n+1). Therefore

(n+2) e_(n+2) ≥ [1 − (n+1)P] e_(n+1),

which is the claim for n+1 pairs. For zero pairs it reads e_1 ≥ e_0, and both are one.

**Equal weights.** If p_k = q for all k, then P = q ∑_k p_k = q. The loss is q ∑_k p_k E_k = P(n+1) e_(n+1), so equality holds.

**Norms.** The amplitude of (C†)ⁿ|0⟩ on a set T of n modes is n! ∏_(k∈T) c_k, and it vanishes on sets of any other size. Indeed, on a set of n+1 modes the last pair can be any of n+1, and each choice contributes n! times the same product. Squaring and summing gives (n!)² e_n. Multiplying the bound by (n+1)(n!)² yields

‖(C†)ⁿ⁺¹|0⟩‖² ≥ (n+1)(1 − nP) ‖(C†)ⁿ|0⟩‖².

## Three modes, and a bound from above

In a number-projected BCS calculation with all u_k ≠ 0, the weights are |v_k/u_k|² divided by their sum, and the splitting formula builds the e_n by adding one mode at a time. Suppose this gives p = (1/2, 1/4, 1/4). Then P = 3/8, e_2 = 5/16 and e_3 = 1/32. Going from two pairs to three, the ratio 3e_3/e_2 is 0.30, while the bound 1 − 2P is 0.25.

The blocking identity also limits the ratio from above: its loss term is nonnegative, so (n+1) e_(n+1) ≤ e_n. This companion inequality is a remark by hand and has no theorem in the code.

## The Lean file

```lean
import Mathlib

open Finset

namespace CompositeBoson

noncomputable section

variable {ι : Type*}

/-- The elementary symmetric polynomial `e_n` of the weights `p` over the modes in `s`:
the sum over all sets of `n` distinct modes of the product of their weights. -/
def esym (p : ι → ℝ) (s : Finset ι) (n : ℕ) : ℝ :=
  ∑ t ∈ s.powersetCard n, ∏ k ∈ t, p k

/-- The purity `P = ∑ p_k²` of the weights. -/
def purity [Fintype ι] (p : ι → ℝ) : ℝ := ∑ k, p k ^ 2

variable [DecidableEq ι]

/-- The pair creation operator `∑ c_k a_k† b_k†`, acting on amplitudes labelled by the set of
occupied pair modes. A mode holds at most one pair. -/
def addPair (c : ι → ℂ) (ψ : Finset ι → ℂ) : Finset ι → ℂ :=
  fun t => ∑ k ∈ t, c k * ψ (t.erase k)

/-- The vacuum: amplitude one for no occupied mode, zero otherwise. -/
def vacuum : Finset ι → ℂ := fun t => if t = ∅ then 1 else 0

/-- The unnormalised state made by applying the pair creation operator `n` times to the vacuum. -/
def pairState (c : ι → ℂ) (n : ℕ) : Finset ι → ℂ := (addPair c)^[n] vacuum

/-- The squared norm of a state, summed over all sets of occupied modes. -/
def fockNormSq [Fintype ι] (ψ : Finset ι → ℂ) : ℝ := ∑ t, ‖ψ t‖ ^ 2

/-- Adding a new mode `a`: either it stays empty, or it is occupied and contributes `p_a`. -/
theorem esym_insert (p : ι → ℝ) {a : ι} {s : Finset ι} (ha : a ∉ s) (n : ℕ) :
    esym p (insert a s) (n + 1) = esym p s (n + 1) + p a * esym p s n := by
  have hnot : ∀ m, ∀ t ∈ s.powersetCard m, a ∉ t := fun m t ht h =>
    ha ((Finset.mem_powersetCard.mp ht).1 h)
  have hdisj : Disjoint (s.powersetCard (n + 1)) ((s.powersetCard n).image (insert a)) := by
    refine Finset.disjoint_left.mpr fun t ht hu => ?_
    obtain ⟨u, _, rfl⟩ := Finset.mem_image.mp hu
    exact hnot _ _ ht (Finset.mem_insert_self a u)
  have hinj : Set.InjOn (insert a : Finset ι → Finset ι) (↑(s.powersetCard n)) := by
    intro t ht u hu h
    have h' : insert a t = insert a u := h
    rw [← Finset.erase_insert (hnot n t (Finset.mem_coe.mp ht)), h',
      Finset.erase_insert (hnot n u (Finset.mem_coe.mp hu))]
  unfold esym
  rw [Finset.powersetCard_succ_insert ha, Finset.sum_union hdisj, Finset.sum_image hinj,
    Finset.mul_sum]
  congr 1
  exact Finset.sum_congr rfl fun t ht => Finset.prod_insert (hnot n t ht)

/-- Counting occupied modes: choosing one mode and then `n` others gives every set of `n + 1`
modes exactly `n + 1` times. -/
theorem sum_mul_esym_erase (p : ι → ℝ) (s : Finset ι) (n : ℕ) :
    ∑ k ∈ s, p k * esym p (s.erase k) n = ((n : ℝ) + 1) * esym p s (n + 1) := by
  induction s using Finset.induction_on generalizing n with
  | empty =>
    have h : Finset.powersetCard (n + 1) (∅ : Finset ι) = ∅ :=
      Finset.powersetCard_eq_empty.mpr (by simp)
    simp [esym, h]
  | insert a s ha ih =>
    rw [Finset.sum_insert ha, Finset.erase_insert ha, esym_insert p ha]
    cases n with
    | zero =>
      have h0 : ∀ u, esym p u 0 = 1 := fun u => by simp [esym]
      have h := ih 0
      simp only [h0, Nat.cast_zero] at h ⊢
      linear_combination h
    | succ m =>
      -- split each term by the occupation of the new mode
      have hs : ∑ k ∈ s, p k * esym p ((insert a s).erase k) (m + 1)
          = ∑ k ∈ s, p k * esym p (s.erase k) (m + 1)
            + p a * ∑ k ∈ s, p k * esym p (s.erase k) m := by
        rw [Finset.mul_sum, ← Finset.sum_add_distrib]
        refine Finset.sum_congr rfl fun k hk => ?_
        have hak : a ≠ k := fun h => ha (h ▸ hk)
        rw [Finset.erase_insert_of_ne hak,
          esym_insert p (fun h => ha (Finset.mem_of_mem_erase h))]
        ring
      rw [hs, ih (m + 1), ih m]
      push_cast
      ring

/-- For nonnegative weights, removing the heavier of two modes leaves the smaller (or an equal)
symmetric polynomial. -/
theorem erase_anticorrelated (p : ι → ℝ) (hp : ∀ k, 0 ≤ p k) (s : Finset ι) (n : ℕ)
    {j k : ι} (hj : j ∈ s) (hk : k ∈ s) :
    (p j - p k) * (esym p (s.erase j) n - esym p (s.erase k) n) ≤ 0 := by
  by_cases hjk : j = k
  · subst hjk
    simp
  cases n with
  | zero => simp [esym]
  | succ m =>
    have h1 := esym_insert p (Finset.notMem_erase k (s.erase j)) m
    have h2 := esym_insert p (Finset.notMem_erase j (s.erase k)) m
    rw [Finset.insert_erase (Finset.mem_erase.mpr ⟨Ne.symm hjk, hk⟩)] at h1
    rw [Finset.insert_erase (Finset.mem_erase.mpr ⟨hjk, hj⟩),
      Finset.erase_right_comm] at h2
    have hF : 0 ≤ esym p ((s.erase j).erase k) m :=
      Finset.sum_nonneg fun t _ => Finset.prod_nonneg fun i _ => hp i
    rw [h1, h2]
    nlinarith [mul_nonneg (sq_nonneg (p j - p k)) hF]

variable [Fintype ι]

/-- For weights of sum one, `(n + 2) e_(n+2)` equals `e_(n+1)` minus the Pauli-blocking sum: over
all modes `k`, `p_k²` times the polynomial `e_n` of the other modes. -/
theorem pauli_blocking (p : ι → ℝ) (h1 : ∑ k, p k = 1) (n : ℕ) :
    ((n : ℝ) + 2) * esym p univ (n + 2)
      = esym p univ (n + 1) - ∑ k, p k ^ 2 * esym p (univ.erase k) n := by
  have h := sum_mul_esym_erase p univ (n + 1)
  have h2 : ∑ k, p k * esym p (univ.erase k) (n + 1)
      = (∑ k, p k) * esym p univ (n + 1) - ∑ k, p k ^ 2 * esym p (univ.erase k) n := by
    rw [Finset.sum_mul, ← Finset.sum_sub_distrib]
    refine Finset.sum_congr rfl fun k _ => ?_
    have hk := esym_insert p (Finset.notMem_erase k univ) n
    rw [Finset.insert_erase (Finset.mem_univ k)] at hk
    rw [hk]
    ring
  rw [h2, h1] at h
  push_cast at h
  linear_combination -h

/-- For nonnegative weights of sum one, the Pauli-blocking sum is at most the purity times
`(n + 1) e_(n+1)`. -/
theorem blocking_le (p : ι → ℝ) (hp : ∀ k, 0 ≤ p k) (h1 : ∑ k, p k = 1) (n : ℕ) :
    ∑ k, p k ^ 2 * esym p (univ.erase k) n
      ≤ purity p * (((n : ℝ) + 1) * esym p univ (n + 1)) := by
  rw [← sum_mul_esym_erase]
  unfold purity
  set E : ι → ℝ := fun k => esym p (univ.erase k) n with hE
  change ∑ k, p k ^ 2 * E k ≤ (∑ k, p k ^ 2) * ∑ k, p k * E k
  -- Chebyshev: sum the opposite ordering over all pairs of modes
  have hneg : ∑ j, ∑ k, p j * p k * ((p j - p k) * (E j - E k)) ≤ 0 :=
    Finset.sum_nonpos fun j _ => Finset.sum_nonpos fun k _ =>
      mul_nonpos_of_nonneg_of_nonpos (mul_nonneg (hp j) (hp k))
        (erase_anticorrelated p hp univ n (Finset.mem_univ j) (Finset.mem_univ k))
  have hin : ∀ j, ∑ k, p j * p k * ((p j - p k) * (E j - E k))
      = p j ^ 2 * E j * (∑ k, p k) - p j ^ 2 * (∑ k, p k * E k)
        - p j * E j * (∑ k, p k ^ 2) + p j * (∑ k, p k ^ 2 * E k) := by
    intro j
    rw [Finset.mul_sum, Finset.mul_sum, Finset.mul_sum, Finset.mul_sum,
      ← Finset.sum_sub_distrib, ← Finset.sum_sub_distrib, ← Finset.sum_add_distrib]
    exact Finset.sum_congr rfl fun k _ => by ring
  rw [Finset.sum_congr rfl fun j _ => hin j, Finset.sum_add_distrib, Finset.sum_sub_distrib,
    Finset.sum_sub_distrib, ← Finset.sum_mul, ← Finset.sum_mul, ← Finset.sum_mul,
    ← Finset.sum_mul, h1] at hneg
  linarith

/-- For nonnegative weights of sum one and purity `P`, `(n + 1) e_(n+1) ≥ (1 - n P) e_n`
for every natural `n`. -/
theorem normalisation_ratio_bound (p : ι → ℝ) (hp : ∀ k, 0 ≤ p k) (h1 : ∑ k, p k = 1)
    (n : ℕ) :
    (1 - n * purity p) * esym p univ n ≤ ((n : ℝ) + 1) * esym p univ (n + 1) := by
  cases n with
  | zero =>
    have h0 : ∀ u, esym p u 0 = 1 := fun u => by simp [esym]
    have h := sum_mul_esym_erase p univ 0
    simp only [h0, mul_one, h1] at h
    rw [← h, h0]
    simp
  | succ m =>
    have ha := pauli_blocking p h1 m
    have hb := blocking_le p hp h1 m
    push_cast
    linarith

/-- If all weights are equal and sum to one, the bound holds with equality for every `n`. -/
theorem ratio_eq_of_flat (p : ι → ℝ) (q : ℝ) (hq : ∀ k, p k = q) (h1 : ∑ k, p k = 1)
    (n : ℕ) :
    ((n : ℝ) + 1) * esym p univ (n + 1) = (1 - n * purity p) * esym p univ n := by
  have hP : purity p = q := by
    have h : purity p = q * ∑ k, p k := by
      unfold purity
      rw [Finset.mul_sum]
      exact Finset.sum_congr rfl fun k _ => by rw [hq k]; ring
    rw [h, h1, mul_one]
  have hc := sum_mul_esym_erase p univ
  cases n with
  | zero =>
    have h0 : ∀ u, esym p u 0 = 1 := fun u => by simp [esym]
    have h := hc 0
    simp only [h0, mul_one, h1] at h
    rw [← h, h0]
    simp
  | succ m =>
    have hb : ∑ k, p k ^ 2 * esym p (univ.erase k) m
        = q * ∑ k, p k * esym p (univ.erase k) m := by
      rw [Finset.mul_sum]
      exact Finset.sum_congr rfl fun k _ => by rw [hq k]; ring
    have ha := pauli_blocking p h1 m
    rw [hb, hc m] at ha
    rw [hP]
    push_cast
    linear_combination ha

/-- The squared norm of the unnormalised `n`-pair state is `(n!)² e_n`, with weights `|c_k|²`. -/
theorem fockNormSq_pairState (c : ι → ℂ) (n : ℕ) :
    fockNormSq (pairState c n)
      = (n.factorial : ℝ) ^ 2 * esym (fun k => ‖c k‖ ^ 2) univ n := by
  -- each set of n modes is reached in n! orders
  have amp : ∀ (m : ℕ) (t : Finset ι), pairState c m t
      = if t.card = m then (m.factorial : ℂ) * ∏ k ∈ t, c k else 0 := by
    intro m
    induction m with
    | zero =>
      intro t
      by_cases h : t = ∅ <;> simp [pairState, vacuum, h]
    | succ m ih =>
      intro t
      have hstep : pairState c (m + 1) t = ∑ k ∈ t, c k * pairState c m (t.erase k) := by
        unfold pairState
        rw [Function.iterate_succ_apply']
        rfl
      rw [hstep]
      by_cases h : t.card = m + 1
      · have hk : ∀ k ∈ t, c k * pairState c m (t.erase k)
            = (m.factorial : ℂ) * ∏ i ∈ t, c i := by
          intro k hk
          have hcard := Finset.card_erase_add_one hk
          rw [ih, if_pos (by omega), ← Finset.mul_prod_erase t c hk]
          ring
        rw [if_pos h, Finset.sum_congr rfl hk, Finset.sum_const, h, nsmul_eq_mul,
          Nat.factorial_succ]
        push_cast
        ring
      · rw [if_neg h]
        refine Finset.sum_eq_zero fun k hk => ?_
        have hcard := Finset.card_erase_add_one hk
        rw [ih, if_neg (by omega), mul_zero]
  unfold fockNormSq esym
  rw [Finset.mul_sum]
  symm
  refine Finset.sum_subset_zero_on_sdiff (Finset.subset_univ _) ?_ ?_
  · intro t ht
    have h : t.card ≠ n := fun h => (Finset.mem_sdiff.mp ht).2
      (Finset.mem_powersetCard.mpr ⟨Finset.subset_univ t, h⟩)
    rw [amp, if_neg h]
    simp
  · intro t ht
    rw [amp, if_pos (Finset.mem_powersetCard.mp ht).2, norm_mul, norm_prod, mul_pow,
      ← Finset.prod_pow, Complex.norm_natCast]

/-- For pair amplitudes with `∑ |c_k|² = 1` and purity `P` of the weights `|c_k|²`, adding a pair
to the `n`-pair state multiplies its squared norm by at least `(n + 1)(1 - n P)`. -/
theorem pair_condensate_bound (c : ι → ℂ) (hc : ∑ k, ‖c k‖ ^ 2 = 1) (n : ℕ) :
    ((n : ℝ) + 1) * (1 - n * purity (fun k => ‖c k‖ ^ 2)) * fockNormSq (pairState c n)
      ≤ fockNormSq (pairState c (n + 1)) := by
  have h := normalisation_ratio_bound (fun k => ‖c k‖ ^ 2) (fun k => sq_nonneg _) hc n
  have hpos : 0 ≤ ((n : ℝ) + 1) * (n.factorial : ℝ) ^ 2 := by positivity
  have hm := mul_le_mul_of_nonneg_left h hpos
  rw [fockNormSq_pairState, fockNormSq_pairState, Nat.factorial_succ]
  push_cast
  linarith

end

end CompositeBoson
```

```lean
#print axioms CompositeBoson.normalisation_ratio_bound
-- 'CompositeBoson.normalisation_ratio_bound' depends on axioms: [propext, Classical.choice, Quot.sound]
#print axioms CompositeBoson.ratio_eq_of_flat
-- 'CompositeBoson.ratio_eq_of_flat' depends on axioms: [propext, Classical.choice, Quot.sound]
#print axioms CompositeBoson.pair_condensate_bound
-- 'CompositeBoson.pair_condensate_bound' depends on axioms: [propext, Classical.choice, Quot.sound]
```

## From the lemmas to the bound

`esym_insert` is the splitting formula, written for a new mode `a` added to `s`. Its preliminary facts show that the sets with and without `a` are disjoint families, and that inserting `a` never merges two different sets.

`sum_mul_esym_erase` is the counting identity. Instead of counting sets directly, Lean adds modes one by one. When `a` is added, `hs` splits every old term by the occupation of `a`; the induction hypothesis, used at `m + 1` and at `m`, then supplies the two sums.

`erase_anticorrelated` gives the opposite ordering. The equations named `h1` and `h2` there split the two polynomials, and `nlinarith` receives the nonnegative product (p_j − p_k)² F as its hint.

`pauli_blocking` combines counting and splitting, using only that the weights sum to one. `blocking_le` is the Chebyshev step: `hneg` is the nonpositive double sum, `hin` expands its inner sum, and `linarith` removes the factor two.

`normalisation_ratio_bound` treats n = 0 separately and otherwise joins the previous two results linearly. `ratio_eq_of_flat` follows the same path with the loss evaluated exactly.

In `fockNormSq_pairState`, the inner claim `amp` is the amplitude formula, proved by induction on the number of pairs. The sum over all sets then reduces to those with n modes. `pair_condensate_bound` multiplies the weight inequality by the nonnegative factor (n+1)(n!)² and rewrites both sides as squared norms.
